# Fluctuation-dissipation relation for Gibbs-preserving kernels on a finite state space

To find how the mean of an observable $A$ reacts to a weak field $s$ that changes the energy by $-sB$, with $B$ an observable, a Monte Carlo code can leave the field off. It runs the equilibrated chain $x_0, x_1, \dots$, averages $B(x_t)A(x_{t+k})$ over $t$, and subtracts the product of the means to estimate a correlation $C(k)$. These time averages converge to the equilibrium values when the chain is irreducible; that step is not proved here. With $b$ the inverse temperature, $b\,(C(n)-C(n+1))$ is the linear response $n$ steps after a one-step pulse, provided the update rule depends continuously on $s$ at $0$ and preserves the Gibbs law at each small field.

## Gibbs laws, kernels and correlations

```lean
import Mathlib

open Matrix Topology

namespace DiscreteFluctuationDissipation

noncomputable section

variable {X : Type*} [Fintype X] [DecidableEq X] [Nonempty X]
```

`X` is a finite, nonempty set of states, and observables are real functions `X → ℝ`. In a quantum problem the states can label finitely many energy eigenstates, with $A$ and $B$ diagonal in that basis; their means then depend only on the populations, and the model assumes that the populations evolve by a transition kernel. Non-commuting operators, continuous time and frequency-dependent susceptibilities are not treated.

```lean
/-- Partition function of the spectrum `H` at inverse temperature `b`. -/
def Z (b : ℝ) (H : X → ℝ) : ℝ := ∑ x, Real.exp (-b * H x)

/-- Gibbs probability of the state `x`. -/
def gibbs (b : ℝ) (H : X → ℝ) (x : X) : ℝ := Real.exp (-b * H x) / Z b H

/-- The spectrum `E - s B` in a field `s` coupled to the observable `B`. -/
def tilted (E B : X → ℝ) (s : ℝ) (x : X) : ℝ := E x - s * B x
```

For energies $H(x)$, $Z=\sum_x e^{-bH(x)}$ and the Gibbs probability is $e^{-bH(x)}/Z$, with $b=1/k_BT$. The field changes the zero-field energies $E$ to $E-sB$. Write $\pi_s$ for the Gibbs law of $E-sB$, $Z_s$ for its partition function, and $\pi=\pi_0$.

```lean
/-- Mean of the observable `f` in the law `p`. -/
def mean (p f : X → ℝ) : ℝ := ∑ x, p x * f x

/-- Covariance of `f` and `g` in the law `p`. -/
def cov (p f g : X → ℝ) : ℝ := mean p (fun x => f x * g x) - mean p f * mean p g

/-- Equilibrium correlation function `C(k) = Cov(B, K^k A)` in the Gibbs law of `E`. -/
def corr (b : ℝ) (E B A : X → ℝ) (K : Matrix X X ℝ) (k : ℕ) : ℝ :=
  cov (gibbs b E) B ((K ^ k) *ᵥ A)
```

For a law $p$, $\langle f\rangle_p=\sum_x p(x)f(x)$ and $\mathrm{Cov}_p(f,g)=\langle fg\rangle_p-\langle f\rangle_p\langle g\rangle_p$. A kernel is a matrix $K(x,y)$, read as the probability of a step from $x$ to $y$. The product `*ᵥ` applies it to an observable, $(KA)(x)=\sum_y K(x,y)A(y)$. Then `corr` is $C(k)=\mathrm{Cov}_\pi(B,K^kA)$, with $B$ read at the earlier time.

```lean
/-- One step of the kernel `K` leaves the law `p` unchanged. -/
def Preserves (K : Matrix X X ℝ) (p : X → ℝ) : Prop := p ᵥ* K = p

/-- Transition probabilities are nonnegative and those out of each state sum to one. -/
def IsStochastic (K : Matrix X X ℝ) : Prop := (∀ x y, 0 ≤ K x y) ∧ ∀ x, ∑ y, K x y = 1
```

The product `ᵥ*` evolves a law, $(pK)(y)=\sum_x p(x)K(x,y)$. `Preserves` says $pK=p$, which is stationarity. For a kernel with unit row sums, detailed balance $p(x)K(x,y)=p(y)K(y,x)$ implies it; the converse holds on one or two states and can fail from three states on. `IsStochastic` asks for nonnegative entries and unit row sums.

```lean
/-- Mean of `A` after `m` steps of `P s` and then `n` steps of `P 0`, from the Gibbs law of `E`. -/
def pulseMean (b : ℝ) (E A : X → ℝ) (P : ℝ → Matrix X X ℝ) (m n : ℕ) (s : ℝ) : ℝ :=
  mean (gibbs b E ᵥ* (P s ^ m * P 0 ^ n)) A

/-- Dirichlet form: half the mean square change of `B` in one step of `K` from the law `p`. -/
def dirichlet (p : X → ℝ) (K : Matrix X X ℝ) (B : X → ℝ) : ℝ :=
  1 / 2 * ∑ x, ∑ y, p x * K x y * (B x - B y) ^ 2

/-- Lazy heat-bath kernel: with probability `a` redraw the state from the Gibbs law of `H`,
otherwise stay. -/
def heatBath (a b : ℝ) (H : X → ℝ) : Matrix X X ℝ :=
  Matrix.of fun x y => (if x = y then 1 - a else 0) + a * gibbs b H y
```

`P s` is the kernel $P_s$ used in field $s$. `pulseMean` is $M(s)=\langle A\rangle_{\pi P_s^mP_0^n}$: start in $\pi$, take $m$ steps in the field, then $n$ without. `dirichlet` is $\mathcal D_p(K,B)=\tfrac12\sum_{x,y}p(x)K(x,y)(B(x)-B(y))^2$. `heatBath` redraws the state from the Gibbs law with probability $a$ and otherwise stays.

## Field derivative of Gibbs means

```lean
omit [DecidableEq X] in
/-- The partition function is positive. -/
theorem Z_pos (b : ℝ) (H : X → ℝ) : 0 < Z b H :=
  Finset.sum_pos (fun _ _ => Real.exp_pos _) Finset.univ_nonempty

omit [DecidableEq X] in
/-- The Gibbs weight of `x` for `E - s B` has field derivative `b π(x) (B(x) - ⟨B⟩)` at `s = 0`. -/
theorem hasDerivAt_gibbs (b : ℝ) (E B : X → ℝ) (x : X) :
    HasDerivAt (fun s => gibbs b (tilted E B s) x)
      (b * gibbs b E x * (B x - mean (gibbs b E) B)) 0 := by
  have hZne := (Z_pos b E).ne'
  have hw : ∀ y, HasDerivAt (fun s => Real.exp (-b * (E y - s * B y)))
      (Real.exp (-b * E y) * (b * B y)) 0 := fun y => by
    have h := ((((hasDerivAt_id' (0 : ℝ)).mul_const (B y)).const_sub (E y)).const_mul (-b)).exp
    exact h.congr_deriv (by rw [zero_mul, sub_zero]; ring)
  have hZ := HasDerivAt.fun_sum (u := Finset.univ) fun y _ => hw y
  have h := (hw x).fun_div hZ (by simp only [zero_mul, sub_zero]; exact hZne)
  -- the derivative of the partition function is b Z ⟨B⟩
  have hm : ∑ y, Real.exp (-b * E y) * (b * B y) = b * Z b E * mean (gibbs b E) B := by
    unfold mean gibbs
    rw [Finset.mul_sum]
    exact Finset.sum_congr rfl fun y _ => by field_simp
  have hZd : ∑ y, Real.exp (-b * E y) = Z b E := rfl
  have hg : gibbs b E x = Real.exp (-b * E x) / Z b E := rfl
  refine h.congr_deriv ?_
  simp only [zero_mul, sub_zero]
  rw [hm, hZd, hg]
  field_simp
  try ring
```

$Z>0$ as a sum of exponentials. `HasDerivAt f d 0` reads: `f` is differentiable at $0$ with derivative `d`. Each weight has derivative $bB(y)e^{-bE(y)}$ (`hw`), so $Z_s$ has derivative $bZ_0\langle B\rangle_\pi$ (`hZ`, `hm`), and the quotient rule `fun_div` gives
$$\frac{d\pi_s(x)}{ds}\Big|_{0}=b\,\pi(x)\,\bigl(B(x)-\langle B\rangle_\pi\bigr).$$

```lean
/-- If `f` is differentiable and vanishes at `0` and `g` is continuous at `0`, then `f g` has
derivative `f'(0) g(0)` there. -/
theorem hasDerivAt_mul_of_zero {f g : ℝ → ℝ} {f' : ℝ} (hf : HasDerivAt f f' 0) (h0 : f 0 = 0)
    (hg : ContinuousAt g 0) : HasDerivAt (fun s => f s * g s) (f' * g 0) 0 := by
  rw [hasDerivAt_iff_tendsto_slope_zero] at hf ⊢
  have h := hf.mul (hg.tendsto.mono_left nhdsWithin_le_nhds)
  refine h.congr fun t => ?_
  simp only [h0, zero_add, sub_zero, zero_mul, smul_eq_mul, mul_assoc]
```

If $f(0)=0$, the difference quotient of $fg$ is $\frac{f(s)}{s}\,g(s)\to f'(0)g(0)$, which needs only continuity of $g$. The proof multiplies these two limits.

```lean
omit [DecidableEq X] in
/-- For an observable `g s` continuous in the field at `0`, the difference of its Gibbs means
with and without field has derivative `b Cov(B, g 0)` at `s = 0`. -/
theorem gibbs_shift_response (b : ℝ) (E B : X → ℝ) (g : ℝ → X → ℝ)
    (hg : ∀ x, ContinuousAt (fun s => g s x) 0) :
    HasDerivAt (fun s => mean (gibbs b (tilted E B s)) (g s) - mean (gibbs b E) (g s))
      (b * cov (gibbs b E) B (g 0)) 0 := by
  have ht : tilted E B 0 = E := by funext x; simp [tilted]
  have h := HasDerivAt.fun_sum (u := Finset.univ) fun x _ =>
    hasDerivAt_mul_of_zero ((hasDerivAt_gibbs b E B x).sub_const (gibbs b E x))
      (by simp only [ht, sub_self]) (hg x)
  have e : (fun s => mean (gibbs b (tilted E B s)) (g s) - mean (gibbs b E) (g s)) =
      fun s => ∑ x, (gibbs b (tilted E B s) x - gibbs b E x) * g s x := by
    funext s
    simp only [mean, sub_mul, Finset.sum_sub_distrib]
  have hs : ∀ m : ℝ, ∑ x, b * gibbs b E x * (B x - m) * g 0 x =
      b * (mean (gibbs b E) (fun x => B x * g 0 x) - m * mean (gibbs b E) (g 0)) := by
    intro m
    unfold mean
    rw [Finset.mul_sum, ← Finset.sum_sub_distrib, Finset.mul_sum]
    exact Finset.sum_congr rfl fun x _ => by ring
  rw [e]
  exact h.congr_deriv (hs _)
```

For a field-dependent observable $g_s$, put
$$\Delta[g_s]=\langle g_s\rangle_{\pi_s}-\langle g_s\rangle_\pi=\sum_x(\pi_s(x)-\pi(x))\,g_s(x),$$
the rewriting `e`. Each first factor vanishes at $0$, so the derivative is $\sum_x b\,\pi(x)(B(x)-\langle B\rangle_\pi)g_0(x)=b\,\mathrm{Cov}_\pi(B,g_0)$, by `hs`.

## Response to a pulse

```lean
omit [Nonempty X] in
/-- A law preserved by one step of a kernel is preserved by any number of steps. -/
theorem Preserves.pow {K : Matrix X X ℝ} {p : X → ℝ} (h : Preserves K p) (m : ℕ) :
    Preserves (K ^ m) p := by
  unfold Preserves at *
  induction m with
  | zero => simp
  | succ m ih => rw [pow_succ, ← Matrix.vecMul_vecMul, ih, h]
```

$pK=p$ implies $pK^m=p$, by induction on $m$.

```lean
/-- Response to a pulse: if the kernels `P s` are continuous at `0` and preserve the Gibbs law of
`E - s B` near `0`, the mean of `A` after `m` steps of `P s` and `n` steps of `P 0` has
derivative `b (C(n) - C(n+m))` at `s = 0`. -/
theorem pulse_response (b : ℝ) (E B A : X → ℝ) (P : ℝ → Matrix X X ℝ) (hP : ContinuousAt P 0)
    (hinv : ∀ᶠ s in 𝓝 (0 : ℝ), Preserves (P s) (gibbs b (tilted E B s))) (m n : ℕ) :
    HasDerivAt (pulseMean b E A P m n)
      (b * (corr b E B A (P 0) n - corr b E B A (P 0) (n + m))) 0 := by
  obtain ⟨f, hf⟩ : ∃ f, f = (P 0 ^ n) *ᵥ A := ⟨_, rfl⟩
  have hv : ∀ (p : X → ℝ) (K : Matrix X X ℝ) (g : X → ℝ), mean (p ᵥ* K) g = mean p (K *ᵥ g) :=
    fun p K g => (Matrix.dotProduct_mulVec p K g).symm
  have hc : ∀ x, ContinuousAt (fun s => ((P s ^ m) *ᵥ f) x) 0 := fun x => by
    have hM : Continuous fun M : Matrix X X ℝ => ((M ^ m) *ᵥ f) x :=
      (continuous_apply x).comp ((continuous_pow m).matrix_mulVec continuous_const)
    have h := ContinuousAt.comp (f := P) hM.continuousAt hP
    exact h
  have h1 := gibbs_shift_response b E B (fun _ => f) fun _ => continuousAt_const
  have h2 := gibbs_shift_response b E B (fun s => (P s ^ m) *ᵥ f) hc
  have h := (h1.fun_sub h2).add_const (mean (gibbs b E) f)
  refine (h.congr_of_eventuallyEq ?_).congr_deriv ?_
  · filter_upwards [hinv] with s hs
    -- invariance: the Gibbs mean in the field does not see the steps of P s
    have hk : gibbs b (tilted E B s) ᵥ* (P s ^ m) = gibbs b (tilted E B s) := hs.pow m
    have e1 : mean (gibbs b (tilted E B s)) ((P s ^ m) *ᵥ f) =
        mean (gibbs b (tilted E B s)) f := by rw [← hv, hk]
    have e2 : pulseMean b E A P m n s = mean (gibbs b E) ((P s ^ m) *ᵥ f) := by
      rw [pulseMean, hv, hf, Matrix.mulVec_mulVec]
    simp only [e1, e2]
    ring
  · have e : (P 0 ^ m) *ᵥ f = (P 0 ^ (n + m)) *ᵥ A := by
      rw [hf, Matrix.mulVec_mulVec, ← pow_add, add_comm]
    simp only [corr, e, ← hf]
    ring
```

`hP` is continuity of $s\mapsto P_s$ at $0$. `hinv` says $\pi_sP_s=\pi_s$ for all $s$ in some neighbourhood of $0$. Physically, the dynamics in the field has the equilibrium of that field as a steady state; this is assumed, not derived from a bath. The conclusion is $M'(0)=b\,(C(n)-C(n+m))$ with $K=P_0$.

Set $f=P_0^nA$. Since $\langle g\rangle_{pK}=\langle Kg\rangle_p$ (`hv`), $M(s)=\langle P_s^mf\rangle_\pi$ (`e2`). Invariance gives $\langle P_s^mf\rangle_{\pi_s}=\langle f\rangle_{\pi_s}$ (`e1`). Adding and subtracting this common value,
$$M(s)=\Delta[f]-\Delta[P_s^mf]+\langle f\rangle_\pi .$$
The first term has derivative $b\,\mathrm{Cov}_\pi(B,f)=bC(n)$ (`h1`). The second enters with a minus sign; its observable $P_s^mf$ is continuous in $s$ at $0$ by `hc`, so $\Delta[P_s^mf]$ has derivative $b\,\mathrm{Cov}_\pi(B,P_0^{n+m}A)=bC(n+m)$ (`h2`). The last is constant, and `congr_of_eventuallyEq` transfers the derivative because the identity holds near $0$.

```lean
/-- Discrete-time fluctuation-dissipation theorem: if the kernels `P s` are continuous at `0` and
preserve the Gibbs law of `E - s B` near `0`, the mean of `A` after one step of `P s` and `n`
steps of `P 0` from the Gibbs law of `E` has derivative `b (C(n) - C(n+1))` at `s = 0`. -/
theorem fluctuation_dissipation (b : ℝ) (E B A : X → ℝ) (P : ℝ → Matrix X X ℝ)
    (hP : ContinuousAt P 0)
    (hinv : ∀ᶠ s in 𝓝 (0 : ℝ), Preserves (P s) (gibbs b (tilted E B s))) (n : ℕ) :
    HasDerivAt (fun s => mean ((gibbs b E ᵥ* P s) ᵥ* (P 0 ^ n)) A)
      (b * (corr b E B A (P 0) n - corr b E B A (P 0) (n + 1))) 0 := by
  have e : (fun s => mean ((gibbs b E ᵥ* P s) ᵥ* (P 0 ^ n)) A) = pulseMean b E A P 1 n := by
    funext s
    simp only [pulseMean, pow_one, Matrix.vecMul_vecMul]
  rw [e]
  exact pulse_response b E B A P hP hinv 1 n
```

This is the case $m=1$, with derivative $b\,(C(n)-C(n+1))$. Neither theorem assumes differentiable or stochastic kernels or a sign of $b$; reading $C$ as a time correlation of a chain does require $P_0$ stochastic. The statement is a derivative at $s=0$ and bounds no finite-field error.

The following two-state example is worked out here and does not appear in the Lean code. Take $E=0$, $A=B=\pm1$, $n=0$, $b\neq0$, and let $P_0$ have all entries $\tfrac12$, so $C(0)=1$, $C(1)=0$ and the formula predicts $b$. If $P_s=P_0$ for every $s$, `hP` holds, `hinv` fails, and $M\equiv0$. If $P_s$ is the identity for $s\neq0$, `hinv` holds, `hP` fails, and again $M\equiv0$.

## Sign of the response of $B$ to its own field

```lean
omit [DecidableEq X] [Nonempty X] in
/-- For a kernel with unit row sums that preserves `p`, the drop `Cov(B, B) - Cov(B, K B)`
equals the Dirichlet form of `B`. -/
theorem cov_sub_cov_eq_dirichlet (p B : X → ℝ) (K : Matrix X X ℝ) (hrow : ∀ x, ∑ y, K x y = 1)
    (hp : Preserves K p) : cov p B B - cov p B (K *ᵥ B) = dirichlet p K B := by
  have h1 : ∑ x, ∑ y, p x * K x y * B x ^ 2 = mean p fun x => B x * B x :=
    Finset.sum_congr rfl fun x _ => by
      rw [← Finset.sum_mul, ← Finset.mul_sum, hrow x]; ring
  have h2 : ∑ x, ∑ y, p x * K x y * B y ^ 2 = mean p fun x => B x * B x := by
    rw [Finset.sum_comm]
    refine Finset.sum_congr rfl fun y _ => ?_
    have hy : ∑ x, p x * K x y = p y := congrFun hp y
    rw [← Finset.sum_mul, hy]; ring
  have h3 : ∑ x, ∑ y, p x * K x y * (B x * B y) = mean p fun x => B x * (K *ᵥ B) x := by
    simp only [mean, Matrix.mulVec, dotProduct, Finset.mul_sum]
    exact Finset.sum_congr rfl fun x _ => Finset.sum_congr rfl fun y _ => by ring
  have h4 : mean p (K *ᵥ B) = mean p B := by
    have h := Matrix.dotProduct_mulVec p K B
    rw [show p ᵥ* K = p from hp] at h
    exact h
  have h5 : ∑ x, ∑ y, p x * K x y * (B x - B y) ^ 2 = ∑ x, ∑ y, p x * K x y * B x ^ 2 +
      ∑ x, ∑ y, p x * K x y * B y ^ 2 - 2 * ∑ x, ∑ y, p x * K x y * (B x * B y) := by
    simp only [Finset.mul_sum, ← Finset.sum_add_distrib, ← Finset.sum_sub_distrib]
    exact Finset.sum_congr rfl fun x _ => Finset.sum_congr rfl fun y _ => by ring
  unfold cov dirichlet
  rw [h5, h1, h2, h3, h4]
  ring
```

Expand the square (`h5`). The $B(x)^2$ sum is $\langle B^2\rangle_p$ by unit row sums (`h1`), the $B(y)^2$ sum is $\langle B^2\rangle_p$ by invariance (`h2`), and the cross term is $-2\langle B\,KB\rangle_p$ (`h3`). Hence $\mathcal D_p(K,B)=\langle B^2\rangle_p-\langle B\,KB\rangle_p$. Since $\langle KB\rangle_p=\langle B\rangle_p$ (`h4`), this equals $\mathrm{Cov}_p(B,B)-\mathrm{Cov}_p(B,KB)$.

```lean
/-- With `P 0` stochastic and `b ≥ 0`, the mean of `B` after `m` steps of `P s` has derivative
`b` times the Dirichlet form of `B` for `(P 0)^m` at `s = 0`, and this is nonnegative. -/
theorem self_response_nonneg (b : ℝ) (hb : 0 ≤ b) (E B : X → ℝ) (P : ℝ → Matrix X X ℝ)
    (hS : IsStochastic (P 0)) (hP : ContinuousAt P 0)
    (hinv : ∀ᶠ s in 𝓝 (0 : ℝ), Preserves (P s) (gibbs b (tilted E B s))) (m : ℕ) :
    HasDerivAt (pulseMean b E B P m 0) (b * dirichlet (gibbs b E) (P 0 ^ m) B) 0 ∧
      0 ≤ b * dirichlet (gibbs b E) (P 0 ^ m) B := by
  have hpow : IsStochastic (P 0 ^ m) := by
    induction m with
    | zero =>
      refine ⟨fun x y => ?_, fun x => by simp [Matrix.one_apply]⟩
      rw [pow_zero, Matrix.one_apply]
      split_ifs <;> norm_num
    | succ m ih =>
      rw [pow_succ]
      refine ⟨fun x y => ?_, fun x => ?_⟩
      · rw [Matrix.mul_apply]
        exact Finset.sum_nonneg fun z _ => mul_nonneg (ih.1 x z) (hS.1 z y)
      · simp only [Matrix.mul_apply]
        rw [Finset.sum_comm]
        simp only [← Finset.mul_sum, hS.2, mul_one]
        exact ih.2 x
  have ht : tilted E B 0 = E := by funext x; simp [tilted]
  have h0 := hinv.self_of_nhds
  simp only [ht] at h0
  refine ⟨(pulse_response b E B B P hP hinv m 0).congr_deriv ?_, ?_⟩
  · rw [← cov_sub_cov_eq_dirichlet _ B _ hpow.2 (h0.pow m)]
    simp only [corr, pow_zero, Matrix.one_mulVec, zero_add]
  · exact mul_nonneg hb (mul_nonneg (by norm_num) (Finset.sum_nonneg fun x _ =>
      Finset.sum_nonneg fun y _ => mul_nonneg (mul_nonneg
        (div_nonneg (Real.exp_pos _).le (Z_pos b E).le) (hpow.1 x y)) (sq_nonneg _)))
```

This theorem also assumes `hP` and `hinv`, which its docstring does not repeat. Under them, for $A=B$, $n=0$, stochastic $P_0$ and $b\ge0$,
$$M'(0)=b\,(C(0)-C(m))=b\,\mathcal D_\pi(P_0^m,B)\ge0 .$$
Here `hpow` shows $P_0^m$ stochastic, `h0` is invariance at $s=0$, and every term of $\mathcal D$ is nonnegative. The sign is claimed only for the moment the pulse ends.

## A kernel that meets the assumptions

```lean
/-- The lazy heat-bath kernels of `E - s B` are stochastic, preserve the Gibbs law of `E - s B`
and are continuous in the field at `s = 0`. -/
theorem heatBath_witness (a b : ℝ) (ha : 0 ≤ a) (ha1 : a ≤ 1) (E B : X → ℝ) :
    (∀ s, IsStochastic (heatBath a b (tilted E B s))) ∧
      (∀ s, Preserves (heatBath a b (tilted E B s)) (gibbs b (tilted E B s))) ∧
      ContinuousAt (fun s => heatBath a b (tilted E B s)) 0 := by
  have hsum : ∀ H : X → ℝ, ∑ y, gibbs b H y = 1 := fun H => by
    unfold gibbs
    rw [← Finset.sum_div]
    exact div_self (Z_pos b H).ne'
  refine ⟨fun s => ⟨fun x y => ?_, fun x => ?_⟩, fun s => funext fun y => ?_, ?_⟩
  · refine add_nonneg ?_ (mul_nonneg ha (div_nonneg (Real.exp_pos _).le (Z_pos b _).le))
    split_ifs <;> linarith
  · simp only [heatBath, Matrix.of_apply, Finset.sum_add_distrib, Finset.sum_ite_eq,
      Finset.mem_univ, if_true, ← Finset.mul_sum, hsum]
    ring
  · show ∑ x, gibbs b (tilted E B s) x *
      ((if x = y then 1 - a else 0) + a * gibbs b (tilted E B s) y) = gibbs b (tilted E B s) y
    simp only [mul_add, Finset.sum_add_distrib, mul_ite, mul_zero, Finset.sum_ite_eq',
      Finset.mem_univ, if_true, ← Finset.sum_mul, hsum]
    ring
  · refine continuousAt_pi.2 fun x => continuousAt_pi.2 fun y => ?_
    show ContinuousAt (fun s => (if x = y then 1 - a else 0) + a * gibbs b (tilted E B s) y) 0
    exact continuousAt_const.add
      (continuousAt_const.mul (hasDerivAt_gibbs b E B y).continuousAt)

end

end DiscreteFluctuationDissipation
```

For $0\le a\le1$ the heat-bath kernel $P_s(x,y)=(1-a)\delta_{xy}+a\,\pi_s(y)$ has nonnegative entries. With $\sum_y\pi_s(y)=1$ (`hsum`), each row sums to $(1-a)+a=1$, and $(\pi_sP_s)(y)=(1-a)\pi_s(y)+a\,\pi_s(y)=\pi_s(y)$ for every $s$. Continuity at $0$ follows entry by entry from `hasDerivAt_gibbs`.

```lean
#print axioms DiscreteFluctuationDissipation.fluctuation_dissipation
#print axioms DiscreteFluctuationDissipation.self_response_nonneg
```

```
'DiscreteFluctuationDissipation.fluctuation_dissipation' depends on axioms: [propext, Classical.choice, Quot.sound]
'DiscreteFluctuationDissipation.self_response_nonneg' depends on axioms: [propext, Classical.choice, Quot.sound]
```
